# Mean joint occupation of two distinct orbitals when all configurations of a fixed number of electrons are equally weighted

Let `a` electrons occupy M orbitals, each holding at most one electron, and give every set of `a` occupied orbitals the same weight. The lemma `avg_occ_pair` states that for two distinct orbitals i and j, with `a` ≤ M, the average of the product of their occupation numbers, multiplied by M(M − 1), equals `a`(`a` − 1). No Hamiltonian enters; this is a counting result about the uniform average. The proof first uses relabelling symmetry to show that every partner k ≠ i gives the same average. It then sums over these partners, using the fact that an occupied orbital has `a` − 1 occupied partners, and finishes with the known average occupation of a single orbital, `a`/M.

The failing Lean file:

```lean
import Mathlib

open Finset

namespace FullyLocalizedLimit

noncomputable section

variable {ι : Type*} [Fintype ι] [DecidableEq ι]

/-- Occupation number (0 or 1) of orbital `i` in the set `S` of occupied orbitals. -/
def occ (S : Finset ι) (i : ι) : ℝ := if i ∈ S then 1 else 0

/-- Uniform average of `f` over all sets of `a` occupied orbitals. -/
def avg (a : ℕ) (f : Finset ι → ℝ) : ℝ :=
  (∑ S ∈ powersetCard a univ, f S) / ((powersetCard a (univ : Finset ι)).card : ℝ)

omit [DecidableEq ι] in
/-- A quantity with the same value in every set of `a` orbitals has that value as average. -/
theorem avg_of_const {a : ℕ} (ha : a ≤ Fintype.card ι) {f : Finset ι → ℝ} {c : ℝ}
    (h : ∀ S, S.card = a → f S = c) : avg a f = c := by
  have h0 : ((powersetCard a (univ : Finset ι)).card : ℝ) ≠ 0 := by
    rw [card_powersetCard, card_univ]
    exact_mod_cast (Nat.choose_pos ha).ne'
  unfold avg
  rw [sum_congr rfl (fun S hS => h S (mem_powersetCard.1 hS).2), sum_const, nsmul_eq_mul]
  exact mul_div_cancel_left₀ c h0

omit [DecidableEq ι] in
/-- The configuration average of a finite sum is the sum of the averages. -/
theorem avg_sum {κ : Type*} (a : ℕ) (s : Finset κ) (f : κ → Finset ι → ℝ) :
    avg a (fun S => ∑ i ∈ s, f i S) = ∑ i ∈ s, avg a (f i) := by
  unfold avg
  rw [sum_comm, sum_div]

omit [DecidableEq ι] in
/-- A constant factor can be taken out of the configuration average. -/
theorem avg_mul (a : ℕ) (c : ℝ) (f : Finset ι → ℝ) :
    avg a (fun S => c * f S) = c * avg a f := by
  unfold avg
  rw [← mul_sum, mul_div_assoc]

/-- Averaged pair occupations do not change when the orbitals are relabelled. -/
theorem avg_occ_perm (a : ℕ) (σ : Equiv.Perm ι) (i j : ι) :
    avg a (fun S => occ S (σ i) * occ S (σ j)) = avg a (fun S => occ S i * occ S j) := by
  unfold avg
  congr 1
  symm
  refine Finset.sum_equiv σ.finsetCongr ?_ ?_
  · intro S
    simp [mem_powersetCard]
  · intro S _
    have h : ∀ k, occ (σ.finsetCongr S) (σ k) = occ S k := by
      intro k
      simp [occ]
    simp only [h]

/-- The average occupation of an orbital, times the number of orbitals, is the number of
electrons. -/
theorem avg_occ {a : ℕ} (ha : a ≤ Fintype.card ι) (i : ι) :
    (Fintype.card ι : ℝ) * avg a (fun S => occ S i) = a := by
  have hsq : ∀ (S : Finset ι) k, occ S k * occ S k = occ S k := by
    intro S k
    unfold occ
    split_ifs <;> norm_num
  -- all orbitals are equally occupied on average
  have hsym : ∀ k : ι, avg a (fun S => occ S k) = avg a (fun S => occ S i) := by
    intro k
    have h := avg_occ_perm a (Equiv.swap i k) i i
    simpa only [hsq, Equiv.swap_apply_left] using h
  have htot : avg a (fun S : Finset ι => ∑ k, occ S k) = a :=
    avg_of_const ha (fun S hS => by simp [occ, hS])
  have hc : ∑ k : ι, avg a (fun S => occ S k)
      = (Fintype.card ι : ℝ) * avg a (fun S => occ S i) := by
    rw [sum_congr rfl (fun k _ => hsym k), sum_const, card_univ, nsmul_eq_mul]
  exact hc.symm.trans ((avg_sum a univ (fun k S => occ S k)).symm.trans htot)

/-- For two distinct orbitals among `M`, the average joint occupation times `M (M - 1)` is
`a (a - 1)`. -/
theorem avg_occ_pair {a : ℕ} (ha : a ≤ Fintype.card ι) {i j : ι} (hij : i ≠ j) :
    (Fintype.card ι : ℝ) * (Fintype.card ι - 1) * avg a (fun S => occ S i * occ S j)
      = a * (a - 1) := by
  have hsym : ∀ k ∈ univ.erase i,
      avg a (fun S => occ S i * occ S k) = avg a (fun S => occ S i * occ S j) := by
    intro k hk
    have h := avg_occ_perm a (Equiv.swap j k) i j
    rwa [Equiv.swap_apply_of_ne_of_ne hij (ne_of_mem_erase hk).symm,
      Equiv.swap_apply_left] at h
  -- an occupied orbital has `a - 1` occupied partners
  have htot : avg a (fun S => ∑ k ∈ univ.erase i, occ S i * occ S k)
      = ((a : ℝ) - 1) * avg a (fun S => occ S i) := by
    rw [← avg_mul]
    unfold avg
    congr 1
    refine sum_congr rfl fun S hS => ?_
    have hc : ∑ k, occ S k = (a : ℝ) := by simp [occ, (mem_powersetCard.1 hS).2]
    have he : occ S i + ∑ k ∈ univ.erase i, occ S k = ∑ k, occ S k :=
      add_sum_erase univ (fun k => occ S k) (mem_univ i)
    have hsq : occ S i * occ S i = occ S i := by
      unfold occ
      split_ifs <;> norm_num
    rw [← mul_sum]
    linear_combination occ S i * (he + hc) - hsq
  have hc : ∑ k ∈ univ.erase i, avg a (fun S => occ S i * occ S k)
      = ((Fintype.card ι : ℝ) - 1) * avg a (fun S => occ S i * occ S j) := by
    rw [sum_congr rfl hsym, sum_const, card_erase_of_mem (mem_univ i), card_univ,
      nsmul_eq_mul, Nat.cast_pred (Fintype.card_pos_iff.2 ⟨i⟩)]
  have h1 := hc.symm.trans
    ((avg_sum a (univ.erase i) (fun k S => occ S i * occ S k)).symm.trans htot)
  linear_combination (Fintype.card ι : ℝ) * h1 + ((a : ℝ) - 1) * avg_occ ha i

end

end FullyLocalizedLimit
```

Lean reports:

```
Main.lean:102:8: error: Tactic `rewrite` failed: Did not find an occurrence of the pattern
  ∑ i ∈ ?s, ?a * ?f i
in the target expression
  (fun S => ∑ k ∈ univ.erase i, occ S i * occ S k) S = (fun S => (↑a - 1) * occ S i) S

case e_a
ι : Type u_1
inst✝¹ : Fintype ι
inst✝ : DecidableEq ι
a : ℕ
ha : a ≤ Fintype.card ι
i j : ι
hij : i ≠ j
hsym : ∀ k ∈ univ.erase i, (avg a fun S => occ S i * occ S k) = avg a fun S => occ S i * occ S j
S : Finset ι
hS : S ∈ powersetCard a univ
hc : ∑ k, occ S k = ↑a
he : occ S i + ∑ k ∈ univ.erase i, occ S k = ∑ k, occ S k
hsq : occ S i * occ S i = occ S i
⊢ (fun S => ∑ k ∈ univ.erase i, occ S i * occ S k) S = (fun S => (↑a - 1) * occ S i) S
```

Cause. The message says that `rw [← mul_sum]` found no sum of the form `∑ i ∈ ?s, ?a * ?f i` to rewrite. Such a sum is visible in the goal, but it sits inside a function that has not yet been applied: the left side reads `(fun S => ∑ k ∈ univ.erase i, occ S i * occ S k) S`. There the `S` in the summand is the function's own bound variable, not the particular set `S` in the context. `rw` cannot rewrite a term that depends on a variable bound in this way, and it does not carry out the application before searching.

The added `beta_reduce` does carry it out, on both sides. The goal becomes `∑ k ∈ univ.erase i, occ S i * occ S k = (↑a - 1) * occ S i`, with `S` now the fixed set. The rewrite can then take the factor `occ S i` out of the sum, and the `linear_combination` that follows closes the goal unchanged. The mathematical argument is the same as before.

This version goes through:

```diff
@@ -100,4 +100,5 @@
       unfold occ
       split_ifs <;> norm_num
+    beta_reduce
     rw [← mul_sum]
     linear_combination occ S i * (he + hc) - hsq
```
